# An orthogonal matrix has zero Green strain, but its linearized strain is negative semidefinite and vanishes only for the identity

## A crystal that turns without deforming

Take a crystal and turn it rigidly through some angle. Every interatomic distance is what it was before, so the crystal is unstrained. Now compute its strain with the small-strain formula, the symmetric part of the displacement gradient. The result is not zero: the formula reports that the crystal has shrunk.

The size of this false contraction, its sign and the directions in which it appears all follow from a short matrix identity.

## Two measures of strain

Let a homogeneous deformation carry a material vector X of the reference crystal to the vector FX. The real square matrix F is the deformation gradient, and F − I is the displacement gradient, where I is the identity matrix. Write Fᵀ for the transpose, a · b for the dot product, and |a|² = a · a.

The linearized strain is

ε(F) = (F + Fᵀ)/2 − I,

and the Green strain is

E(F) = (FᵀF − I)/2.

The Green strain records changes of squared length exactly:

|FX|² − |X|² = X · (FᵀF − I)X = 2 X · E(F)X.

A rigid rotation changes no length, so its Green strain must vanish. The linearized strain carries no such guarantee, because it leaves out a term quadratic in F − I.

## What holds for an orthogonal matrix

Let R be a real n × n matrix with RᵀR = I. Then:

- ε(R) = −(R − I)ᵀ(R − I)/2;
- x · ε(R)x ≤ 0 for every vector x;
- ε(R) = 0 exactly when R = I;
- E(R) = 0.

For a homogeneous deformation, this means that the linearized strain computed from F shows a contraction whenever F is a rotation other than the identity.

## Derivation from the neglected quadratic term

Begin with an arbitrary F and expand the product:

(F − I)ᵀ(F − I) = FᵀF − Fᵀ − F + I.

Add half of this to the linearized strain. The terms linear in F cancel:

ε(F) + (F − I)ᵀ(F − I)/2
= (F + Fᵀ)/2 − I + (FᵀF − Fᵀ − F + I)/2
= (FᵀF − I)/2
= E(F).

Now set F = R with RᵀR = I. The Green strain is (I − I)/2 = 0, so the two terms on the left must cancel:

ε(R) = −(R − I)ᵀ(R − I)/2.

Evaluate this along a vector x and move the transposed factor to the other side of the dot product:

x · ε(R)x = −(1/2) x · (R − I)ᵀ(R − I)x = −(1/2) |(R − I)x|².

The right side is never positive. It is zero exactly when (R − I)x = 0, that is, when Rx = x. The apparent strain therefore vanishes along the vectors that R leaves fixed, such as those on a rotation axis, and is negative along all others.

If ε(R) = 0, the left side is zero for every x, so R fixes every vector. Applied to the basis vector eⱼ, this says that column j of R is eⱼ, and hence R = I. Conversely, R = I makes R − I zero, and ε(R) with it.

For a nonzero x of any length, the apparent strain along its direction is the normalised value

x · ε(R)x / |x|² = −|(R − I)x|² / (2|x|²).

If R turns x through an angle φ, this equals cos φ − 1. The linearized strain compares the signed projection of the turned vector on its old direction, |x| cos φ, with the old length |x|, and the signed projection is the smaller of the two unless x is left fixed.

## The apparent loss of volume

In small-strain theory the trace of the strain is read as the relative change of volume. The diagonal element j of (R − I)ᵀ(R − I) is the sum over i of the squared entries (R − I)ᵢⱼ², so

tr ε(R) = −(1/2) Σⱼ Σᵢ (R − I)ᵢⱼ².

Any R other than the identity thus seems to lose volume, although a rotation preserves it.

## One dimension, the plane and small angles

For n = 1 the only orthogonal matrices are 1 and −1. The first has ε = 0. The second is a reflection and has ε = −2, in agreement with −(−2)²/2.

Proper rotations other than the identity first appear for n = 2. The rotation by θ has rows (cos θ, −sin θ) and (sin θ, cos θ). Its off-diagonal entries cancel when the transpose is added, so R + Rᵀ = 2 cos θ I and

ε(R) = (cos θ − 1) I.

The false strain is an isotropic contraction. For small θ it is approximately −θ²/2, which is why the linearized strain is acceptable when rotations are small enough. At θ = 0.1 rad it is about −0.005, or half a percent, which can easily exceed the strain one wants to measure.

## Strain from two simulation cells

In a crystal simulation, F is often obtained from the cell before and after a deformation. If the columns of A₀ and A are the corresponding lattice vectors, then

F = A A₀⁻¹.

If the code stores lattice vectors as rows, the same formula applies after transposing both cell matrices.

The cell may have turned as well as stretched, for instance because a program has reoriented it to bring its matrix into triangular form. Replacing F by QF with Q orthogonal leaves FᵀF unchanged, so the Green strain does not notice the reorientation, while the linearized strain in general does. A simple check of a strain routine is to give it an undeformed cell and a rotated copy: the Green strain should be zero up to rounding, and the linearized strain computed from F should equal −(R − I)ᵀ(R − I)/2, where R is the rotation applied. In three dimensions this is zero along the rotation axis.

## How the Lean statement expresses this

A deformation gradient is a `Matrix n n ℝ`, where `n` is any finite index type; three-dimensional elasticity is the case of three indices. The symbol `1` stands for the identity matrix when a matrix is expected, `•` multiplies a matrix by a number, `*ᵥ` applies a matrix to a vector, and `⬝ᵥ` is the dot product. The definitions `linearStrain` and `greenStrain` are ε and E.

The main theorem, `strain_of_orthogonal`, has one hypothesis, `hR : Rᵀ * R = 1`. It says that R preserves lengths and angles. No condition is placed on the determinant, so reflections are included along with the proper rotations that a solid body can actually undergo. The four parts of the conclusion are the four items listed earlier, in the same order. Negative semidefiniteness is expressed through the quadratic form, for all real vectors `x` and without normalisation.

The identity relating the two strains, `greenStrain_eq_linearStrain_add`, needs no hypothesis on F at all. The results for R concern rigid motions only: they do not treat a rotation combined with a stretch, a deformation that varies from point to point, or any stress or elastic energy. The small-angle estimate and the discussion of simulation cells are ordinary reasoning added to the theorems here.

## The complete file

```lean
import Mathlib

open Matrix

namespace RotationStrain

noncomputable section

variable {n : Type*} [Fintype n] [DecidableEq n]

/-- The linearized strain `(F + Fᵀ)/2 - I` of a deformation gradient `F`. -/
def linearStrain (F : Matrix n n ℝ) : Matrix n n ℝ :=
  (1 / 2 : ℝ) • (F + Fᵀ) - 1

/-- The Green strain `(Fᵀ F - I)/2` of a deformation gradient `F`. -/
def greenStrain (F : Matrix n n ℝ) : Matrix n n ℝ :=
  (1 / 2 : ℝ) • (Fᵀ * F - 1)

/-- For every deformation gradient, the Green strain is the linearized strain plus a term
quadratic in the displacement gradient `F - I`. -/
theorem greenStrain_eq_linearStrain_add (F : Matrix n n ℝ) :
    greenStrain F = linearStrain F + (1 / 2 : ℝ) • ((F - 1)ᵀ * (F - 1)) := by
  have h : (F - 1)ᵀ * (F - 1) = Fᵀ * F - Fᵀ - F + 1 := by
    rw [Matrix.transpose_sub, Matrix.transpose_one]
    noncomm_ring
  rw [h]
  unfold greenStrain linearStrain
  module

/-- The linearized strain of an orthogonal matrix `R` is `-(R - I)ᵀ (R - I)/2`. -/
theorem linearStrain_of_orthogonal {R : Matrix n n ℝ} (hR : Rᵀ * R = 1) :
    linearStrain R = (-(1 / 2) : ℝ) • ((R - 1)ᵀ * (R - 1)) := by
  have hE : greenStrain R = 0 := by simp [greenStrain, hR]
  -- the quadratic term must cancel the linearized strain
  have h := greenStrain_eq_linearStrain_add R
  rw [hE] at h
  rw [neg_smul]
  exact eq_neg_of_add_eq_zero_left h.symm

/-- The linearized strain of an orthogonal matrix, evaluated along a vector `x`, is minus half
the squared length of the displacement `(R - I) x`. -/
theorem linearStrain_along {R : Matrix n n ℝ} (hR : Rᵀ * R = 1) (x : n → ℝ) :
    x ⬝ᵥ (linearStrain R *ᵥ x) =
      -(1 / 2) * (((R - 1) *ᵥ x) ⬝ᵥ ((R - 1) *ᵥ x)) := by
  rw [linearStrain_of_orthogonal hR, Matrix.smul_mulVec, dotProduct_smul,
    ← Matrix.mulVec_mulVec, Matrix.dotProduct_mulVec x (R - 1)ᵀ,
    Matrix.vecMul_transpose, smul_eq_mul]

/-- The linearized strain of an orthogonal matrix along `x` vanishes exactly when `R` leaves
`x` fixed. -/
theorem linearStrain_along_eq_zero_iff {R : Matrix n n ℝ} (hR : Rᵀ * R = 1) (x : n → ℝ) :
    x ⬝ᵥ (linearStrain R *ᵥ x) = 0 ↔ R *ᵥ x = x := by
  rw [linearStrain_along hR]
  constructor
  · intro h
    have h0 : ((R - 1) *ᵥ x) ⬝ᵥ ((R - 1) *ᵥ x) = 0 := by linarith
    have h1 := dotProduct_self_eq_zero.mp h0
    rw [Matrix.sub_mulVec, Matrix.one_mulVec] at h1
    exact sub_eq_zero.mp h1
  · intro h
    have h1 : (R - 1) *ᵥ x = 0 := by
      rw [Matrix.sub_mulVec, Matrix.one_mulVec, h, sub_self]
    rw [h1, dotProduct_zero, mul_zero]

/-- For an orthogonal matrix `R` the linearized strain equals `-(R - I)ᵀ (R - I)/2`, is negative
semidefinite, and vanishes only for `R = I`, whereas the Green strain is zero. -/
theorem strain_of_orthogonal {R : Matrix n n ℝ} (hR : Rᵀ * R = 1) :
    linearStrain R = (-(1 / 2) : ℝ) • ((R - 1)ᵀ * (R - 1)) ∧
      (∀ x : n → ℝ, x ⬝ᵥ (linearStrain R *ᵥ x) ≤ 0) ∧
      (linearStrain R = 0 ↔ R = 1) ∧
      greenStrain R = 0 := by
  refine ⟨linearStrain_of_orthogonal hR, ?_, ?_, ?_⟩
  · intro x
    have h : 0 ≤ ((R - 1) *ᵥ x) ⬝ᵥ ((R - 1) *ᵥ x) :=
      Finset.sum_nonneg fun i _ => mul_self_nonneg _
    rw [linearStrain_along hR]
    linarith
  · constructor
    · intro h
      -- without strain every vector is fixed, in particular each basis vector
      have hfix : ∀ x : n → ℝ, R *ᵥ x = x := fun x =>
        (linearStrain_along_eq_zero_iff hR x).mp (by
          rw [h, Matrix.zero_mulVec, dotProduct_zero])
      ext i j
      have hij := congrFun (hfix (Pi.single j 1)) i
      simpa [Matrix.one_apply, Pi.single_apply] using hij
    · intro h
      rw [linearStrain_of_orthogonal hR, h, sub_self, mul_zero, smul_zero]
  · simp [greenStrain, hR]

/-- The trace of the linearized strain of an orthogonal matrix is minus half the sum of the
squared entries of `R - I`. -/
theorem trace_linearStrain {R : Matrix n n ℝ} (hR : Rᵀ * R = 1) :
    (linearStrain R).trace = -(1 / 2) * ∑ j, ∑ i, ((R - 1) i j) ^ 2 := by
  rw [linearStrain_of_orthogonal hR, Matrix.trace_smul, smul_eq_mul]
  congr 1
  simp only [Matrix.trace, Matrix.diag_apply, Matrix.mul_apply, Matrix.transpose_apply, pow_two]

/-- The rotation of the plane by the angle `θ`. -/
def planeRotation (θ : ℝ) : Matrix (Fin 2) (Fin 2) ℝ :=
  !![Real.cos θ, -Real.sin θ; Real.sin θ, Real.cos θ]

/-- The plane rotation by `θ` is orthogonal, and its linearized strain is the isotropic
strain `(cos θ - 1) I`. -/
theorem planeRotation_witness (θ : ℝ) :
    (planeRotation θ)ᵀ * planeRotation θ = 1 ∧
      linearStrain (planeRotation θ) = (Real.cos θ - 1) • 1 := by
  constructor
  · ext i j
    fin_cases i <;> fin_cases j <;>
      simp [planeRotation, Matrix.mul_apply, Fin.sum_univ_succ] <;>
      nlinarith [Real.sin_sq_add_cos_sq θ]
  · ext i j
    fin_cases i <;> fin_cases j <;>
      simp [linearStrain, planeRotation] <;> ring

end

end RotationStrain
```

```lean
#print axioms RotationStrain.strain_of_orthogonal
-- 'RotationStrain.strain_of_orthogonal' depends on axioms: [propext, Classical.choice, Quot.sound]
#print axioms RotationStrain.trace_linearStrain
-- 'RotationStrain.trace_linearStrain' depends on axioms: [propext, Classical.choice, Quot.sound]
```

## How the proof follows the derivation

**The identity for every F.** In `greenStrain_eq_linearStrain_add`, the auxiliary equation `h` is the expansion of (F − I)ᵀ(F − I). The tactic `noncomm_ring` multiplies out without exchanging the order of matrix factors, as is necessary for F and Fᵀ. After the definitions are unfolded, `module` collects the coefficients of FᵀF, F, Fᵀ and I, which is the cancellation carried out by hand.

**The formula for ε(R).** The lemma `linearStrain_of_orthogonal` first obtains `hE`, the vanishing of the Green strain, directly from `hR`. Substituting it into the general identity leaves zero equal to the linearized strain plus the quadratic term. The last line solves this for the linearized strain.

**The strain along a vector.** The lemma `linearStrain_along` inserts that formula into the quadratic form. The rewrite with `Matrix.mulVec_mulVec`, used from right to left, turns the action of a product into two successive actions. Then `Matrix.dotProduct_mulVec` and `Matrix.vecMul_transpose` move the transposed factor across the dot product, so that the displacement (R − I)x stands on both sides.

**The directions without strain.** In `linearStrain_along_eq_zero_iff`, the forward direction removes the factor −1/2 with `linarith`. It then uses `dotProduct_self_eq_zero`: a real vector whose dot product with itself is zero is the zero vector. Hence (R − I)x = 0, which is rearranged to Rx = x. The reverse direction substitutes Rx = x and finds no displacement.

**The four conclusions together.** In `strain_of_orthogonal`, the first part is the formula already proved. For the second, `Finset.sum_nonneg` shows that |(R − I)x|² is nonnegative because it is a sum of squares, and `linarith` supplies the sign. For the third, the assumption of zero strain gives `hfix`, the statement that R fixes every vector. The vector `Pi.single j 1` is the basis vector eⱼ, and component `i` of R eⱼ = eⱼ determines the entry of R in row `i` and column `j`. The converse inserts R = I into the formula. The fourth part again follows from `hR` and the definition of the Green strain.

**The trace and the plane rotation.** The theorem `trace_linearStrain` takes the trace of the formula for ε(R) and writes out the matrix product, with `j` as the diagonal index and `i` as the index summed inside the product. The theorem `planeRotation_witness` checks the 2 × 2 matrices entry by entry: `fin_cases` runs through the four positions, sin²θ + cos²θ = 1 gives orthogonality, and simple algebra gives the strain (cos θ − 1) I.
